# Maximum overlap with the initial orbital still selects that orbital after a two-level Fock matrix has turned its orbitals by a right angle

The model is a real two-level Fock matrix in an orthonormal basis, prescribed as a function of an angle and not computed self-consistently. After all `n ≥ 1` steps the angle is π/2 and the matrix is diagonal with entries 1 and −1, so the initial orbital (1, 0) is an eigenvector with eigenvalue 1. The theorem says that this orbital is selected when it is itself the reference: it is a normalised orbital of the final matrix, and every normalised orbital orthogonal to it has a strictly smaller squared overlap with the reference. The proof computes the two angles, obtains the unit norm from the cosine formula for overlaps, checks the eigenvalue equation by components, and reduces the comparison of overlaps to 0 < 1.

The failing Lean file:

```lean
import Mathlib

open Matrix

namespace InitialReferenceRecovers

noncomputable section

/-- A normalised orbital of the two-level Fock matrix `F`: a unit vector that is an
eigenvector of `F`. -/
def IsOrbital (F : Matrix (Fin 2) (Fin 2) ℝ) (q : Fin 2 → ℝ) : Prop :=
  q ⬝ᵥ q = 1 ∧ ∃ ε : ℝ, F *ᵥ q = ε • q

/-- Strict maximum-overlap selection: `q` is an orbital of `F`, and every orbital of `F`
orthogonal to `q` has a smaller squared overlap with the reference `p`. -/
def Selects (F : Matrix (Fin 2) (Fin 2) ℝ) (p q : Fin 2 → ℝ) : Prop :=
  IsOrbital F q ∧ ∀ r, IsOrbital F r → q ⬝ᵥ r = 0 → (p ⬝ᵥ r) ^ 2 < (p ⬝ᵥ q) ^ 2

/-- The real orbital at angle `φ` in the plane of two basis functions. -/
def orb (φ : ℝ) : Fin 2 → ℝ := ![Real.cos φ, Real.sin φ]

/-- A two-level Fock matrix whose orbitals are turned by the angle `φ`. -/
def fock (φ : ℝ) : Matrix (Fin 2) (Fin 2) ℝ :=
  !![-Real.cos (2 * φ), -Real.sin (2 * φ); -Real.sin (2 * φ), Real.cos (2 * φ)]

/-- The angle `k π / (2 n)` reached after `k` of `n` iterations, for `n ≥ 1`. -/
def angle (n k : ℕ) : ℝ := k * (Real.pi / (2 * n))

/-- The overlap of two orbitals in the plane is the cosine of the angle between them. -/
theorem orb_overlap (φ χ : ℝ) : orb φ ⬝ᵥ orb χ = Real.cos (χ - φ) := by
  simp only [orb, dotProduct, Fin.sum_univ_two, Matrix.cons_val_zero, Matrix.cons_val_one,
    Real.cos_sub]
  ring

/-- With the Fock matrix reached after `n ≥ 1` steps of the drift, selection against the
initial orbital returns the initial orbital itself. -/
theorem initial_reference_recovers (n : ℕ) (hn : 1 ≤ n) :
    Selects (fock (angle n n)) (orb (angle n 0)) (orb (angle n 0)) := by
  have hpos : (0 : ℝ) < n := by exact_mod_cast hn
  have h0 : angle n 0 = 0 := by simp [angle]
  have h2 : 2 * angle n n = Real.pi := by unfold angle; field_simp
  have unit : orb 0 ⬝ᵥ orb 0 = 1 := by simp [orb_overlap]
  rw [h0]
  refine ⟨⟨unit, 1, funext (Fin.forall_fin_two.2 ⟨?_, ?_⟩)⟩, fun r _ ho => ?_⟩
  · simp [fock, orb, h2, mulVec, dotProduct, Fin.sum_univ_two]
  · simp [fock, orb, h2, mulVec, dotProduct, Fin.sum_univ_two]
  · rw [ho, unit]
    norm_num

end

end InitialReferenceRecovers
```

The compiler's answer:

```
Main.lean:42:36: error: unsolved goals
n : ℕ
hn : 1 ≤ n
hpos : 0 < ↑n
h0 : angle n 0 = 0
h2 : 2 * angle n n = Real.pi
⊢ orb 0 0 * orb 0 0 + orb 0 1 * orb 0 1 = 1
Main.lean:42:45: warning: This simp argument is unused:
  orb_overlap

Hint: Omit it from the simp argument list.
  [apply] simp

Note: This linter can be disabled with `set_option linter.unusedSimpArgs false`
```

The repair, with which the file compiles:

```diff
@@ -40,5 +40,6 @@
   have h0 : angle n 0 = 0 := by simp [angle]
   have h2 : 2 * angle n n = Real.pi := by unfold angle; field_simp
-  have unit : orb 0 ⬝ᵥ orb 0 = 1 := by simp [orb_overlap]
+  have unit : orb 0 ⬝ᵥ orb 0 = 1 := by
+    rw [orb_overlap, sub_self, Real.cos_zero]
   rw [h0]
   refine ⟨⟨unit, 1, funext (Fin.forall_fin_two.2 ⟨?_, ?_⟩)⟩, fun r _ ho => ?_⟩
```

What went wrong. The error lies in the proof of `unit`, the statement that the initial orbital has norm one. The call `simp [orb_overlap]` was meant to turn the dot product into a cosine, but the goal left over shows that `simp` expanded it into a sum of products of components instead. No `⬝ᵥ` then remained for `orb_overlap` to match, which is why the warning reports that argument as unused. Nor could `simp` evaluate the components, since it had not been given the definition of `orb`, and so it stopped at `orb 0 0 * orb 0 0 + orb 0 1 * orb 0 1 = 1`.

The repair uses `rw`, which applies the named equations in order and does no other simplification first. `orb_overlap` meets the dot product intact and turns it into `Real.cos (0 - 0)`, `sub_self` makes the argument `0`, and `Real.cos_zero` makes the value `1`. The goal is then `1 = 1`, which `rw` closes by itself.
